# With equal pair overlap $0\le s<1$, the power series for the inverse overlap matrix of $N\ge1$ orbitals converges exactly when $(N-1)s<1$

Replace the inverse of an overlap matrix $S$ by a truncated series $1+(1-S)+(1-S)^2+\cdots$, and test it on a dimer with overlap $1/2$: it converges. Use it for four orbitals with overlap $1/2$ between every pair, and each further term makes part of the answer worse, although $S$ is still positive definite. Expansions in overlap occur in electronic-structure work with non-orthogonal orbitals; the criterion here is for the model in which all pairs overlap equally.

```lean
import Mathlib

open Filter Topology Matrix

namespace OverlapExpansion

noncomputable section
```

## Two weights describe the whole matrix

Take $N$ normalised real orbitals with $S_{ii}=1$ and $S_{ij}=s$ for $i\ne j$. Four identical 1s orbitals at the corners of a regular tetrahedron realise this; for more such orbitals in space, equal overlap is an idealisation. In Lean the orbitals are labelled by `Fin N`, starting from 0.

```lean
/-- The overlap matrix of `N` normalised orbitals in which every pair has overlap `s`. -/
def overlap (N : ℕ) (s : ℝ) : Matrix (Fin N) (Fin N) ℝ :=
  Matrix.of fun i j => if i = j then 1 else s
```

The in-phase combination has coefficient vector $(1,\dots,1)/\sqrt N$. Its projector $P$ therefore has every entry equal to $1/N$.

```lean
/-- The projector on the in-phase combination of `N` orbitals, with all entries `1/N`,
for `N ≥ 1`. -/
def inPhase (N : ℕ) : Matrix (Fin N) (Fin N) ℝ :=
  Matrix.of fun _ _ => 1 / (N : ℝ)
```

Write $M(a,b)=a(1-P)+bP$, with weight $b$ in phase and weight $a$ on the complement.

```lean
/-- The matrix with weight `b` on the in-phase combination and weight `a` on its complement,
for `N ≥ 1`. -/
def twoLevel (N : ℕ) (a b : ℝ) : Matrix (Fin N) (Fin N) ℝ :=
  a • (1 - inPhase N) + b • inPhase N
```

Convergence of the series for a matrix $A$ means that the ordered partial sums $\sum_{k<m}A^k$ have a limit as $m\to\infty$. Absolute convergence is not required, so divergence in this sense is a strong statement.

```lean
/-- The power series of a matrix `A` converges: the partial sums `1 + A + ... + A^(m-1)`
have a limit. -/
def SeriesConverges {N : ℕ} (A : Matrix (Fin N) (Fin N) ℝ) : Prop :=
  ∃ T, Tendsto (fun m : ℕ => ∑ k ∈ Finset.range m, A ^ k) atTop (𝓝 T)
```

Each entry of $P^2$ is $N\cdot(1/N)^2=1/N$, so $P^2=P$ and $P(1-P)=0$. The cross terms vanish, leaving $M(a,b)M(c,d)=M(ac,bd)$.

```lean
/-- Matrices built on the in-phase projector multiply weight by weight. -/
theorem twoLevel_mul (N : ℕ) (a b c d : ℝ) :
    twoLevel N a b * twoLevel N c d = twoLevel N (a * c) (b * d) := by
  have h : inPhase N * inPhase N = inPhase N := by
    ext i j
    have hN : (N : ℝ) ≠ 0 := Nat.cast_ne_zero.mpr (by have := i.isLt; omega)
    simp only [inPhase, Matrix.mul_apply, Matrix.of_apply, Finset.sum_const,
      Finset.card_univ, Fintype.card_fin, nsmul_eq_mul]
    field_simp
  simp only [twoLevel, add_mul, mul_add, smul_mul_assoc, mul_smul_comm, sub_mul, mul_sub,
    one_mul, mul_one, h]
  module
```

Induction on $k$ then gives $M(a,b)^k=M(a^k,b^k)$.

```lean
/-- The `k`-th power of such a matrix carries the `k`-th powers of its two weights. -/
theorem twoLevel_pow (N : ℕ) (a b : ℝ) (k : ℕ) :
    twoLevel N a b ^ k = twoLevel N (a ^ k) (b ^ k) := by
  induction k with
  | zero => simp [twoLevel]
  | succ k ih => rw [pow_succ (twoLevel N a b) k, ih, twoLevel_mul, pow_succ a k, pow_succ b k]
```

The matrix with all entries 1 is $NP$, hence
$$S=(1-s)1+sNP=(1-s)(1-P)+\lambda P,\qquad \lambda=1+(N-1)s.$$
Here $\lambda$ is the squared norm of the in-phase orbital. The proof compares entries on and off the diagonal.

```lean
/-- The overlap matrix has weight `1 + (N-1)s` on the in-phase combination and `1 - s` on
its complement. -/
theorem overlap_eq (N : ℕ) (s : ℝ) :
    overlap N s = twoLevel N (1 - s) (1 + ((N : ℝ) - 1) * s) := by
  ext i j
  have hN : (N : ℝ) ≠ 0 := Nat.cast_ne_zero.mpr (by have := i.isLt; omega)
  simp only [overlap, twoLevel, inPhase, Matrix.of_apply, Matrix.add_apply, Matrix.smul_apply,
    Matrix.sub_apply, Matrix.one_apply, smul_eq_mul]
  split_ifs <;> field_simp <;> ring
```

## Positive definite for every $N$

Since $(Sx)_i=(1-s)x_i+s\sum_j x_j$,
$$x^{T}Sx=(1-s)\sum_i x_i^2+s\Big(\sum_i x_i\Big)^2.$$
For $x\neq0$ and $0\le s<1$ the first term is positive and the second non-negative. `PosDef` also demands symmetry, which is checked first.

```lean
/-- For `0 ≤ s < 1` the overlap matrix is positive definite, whatever the number of orbitals. -/
theorem overlap_posDef (N : ℕ) {s : ℝ} (hs0 : 0 ≤ s) (hs1 : s < 1) :
    (overlap N s).PosDef := by
  refine Matrix.posDef_iff_dotProduct_mulVec.mpr ⟨?_, fun x hx => ?_⟩
  · refine Matrix.IsHermitian.ext fun i j => ?_
    by_cases h : i = j
    · subst h; simp [overlap]
    · simp [overlap, h, Ne.symm h]
  · have hS : overlap N s *ᵥ x = fun i => (1 - s) * x i + s * ∑ j, x j := by
      funext i
      have h : ∀ j, overlap N s i j * x j
          = (1 - s) * (if i = j then x j else 0) + s * x j := by
        intro j
        simp only [overlap, Matrix.of_apply]
        split_ifs <;> ring
      simp only [Matrix.mulVec, dotProduct, h]
      rw [Finset.sum_add_distrib, ← Finset.mul_sum, ← Finset.mul_sum, Finset.sum_ite_eq]
      simp
    -- the squared norm of the orbital combination `x` is a weighted sum of squares
    have hq : x ⬝ᵥ overlap N s *ᵥ x = (1 - s) * ∑ i, x i ^ 2 + s * (∑ i, x i) ^ 2 := by
      have h : ∀ i, x i * ((1 - s) * x i + s * ∑ j, x j)
          = (1 - s) * x i ^ 2 + x i * (s * ∑ j, x j) := fun i => by ring
      rw [hS]
      simp only [dotProduct, h]
      rw [Finset.sum_add_distrib, ← Finset.mul_sum, ← Finset.sum_mul]
      ring
    rw [star_trivial, hq]
    obtain ⟨i, hi⟩ := Function.ne_iff.mp hx
    have hi' : x i ≠ 0 := hi
    have hpos : 0 < ∑ i, x i ^ 2 :=
      Finset.sum_pos' (fun _ _ => sq_nonneg _) ⟨i, Finset.mem_univ i, by positivity⟩
    have h1 := mul_pos (sub_pos.mpr hs1) hpos
    have h2 := mul_nonneg hs0 (sq_nonneg (∑ i, x i))
    linarith
```

The in-phase weight is positive too, because $\lambda=(1-s)+Ns$.

```lean
lemma inPhase_weight_pos (N : ℕ) {s : ℝ} (hs0 : 0 ≤ s) (hs1 : s < 1) :
    0 < 1 + ((N : ℝ) - 1) * s := by
  have := mul_nonneg (Nat.cast_nonneg N : (0 : ℝ) ≤ N) hs0
  linarith
```

## The scaled series

A real scale factor $\omega$ costs no extra work:
$$1-\omega S=M\big(1-\omega(1-s),\,1-\omega\lambda\big).$$

```lean
lemma one_sub_smul_overlap (N : ℕ) (s ω : ℝ) :
    1 - ω • overlap N s
      = twoLevel N (1 - ω * (1 - s)) (1 - ω * (1 + ((N : ℝ) - 1) * s)) := by
  rw [overlap_eq]
  simp only [twoLevel]
  module
```

Suppose $\omega>0$ and $\omega\lambda<2$. As $0<1-s\le\lambda$, both weights lie strictly between $-1$ and $1$. For $x=1-s$ and $x=\lambda$ the geometric series gives
$$\omega\sum_{k\ge0}(1-\omega x)^k=\frac{\omega}{\omega x}=\frac1x .$$
The sum is $M(1/(1-s),1/\lambda)$, which is $S^{-1}$ because its product with $S$ is $M(1,1)=1$. `HasSum` states that the series sums to this value independently of the order of its terms.

```lean
/-- For `0 ≤ s < 1`, `ω > 0` and `ω (1 + (N-1)s) < 2`, the scaled expansion
`∑ ω (1 - ω S)^k` sums to the inverse overlap matrix. -/
theorem scaled_hasSum (N : ℕ) {s ω : ℝ} (hs0 : 0 ≤ s) (hs1 : s < 1) (hω : 0 < ω)
    (h2 : ω * (1 + ((N : ℝ) - 1) * s) < 2) :
    HasSum (fun k : ℕ => ω • (1 - ω • overlap N s) ^ k) (overlap N s)⁻¹ := by
  have hE := inPhase_weight_pos N hs0 hs1
  have hD : 0 < 1 - s := sub_pos.mpr hs1
  have hωE := mul_pos hω hE
  have hωD := mul_pos hω hD
  have hNs := mul_nonneg hω.le (mul_nonneg (Nat.cast_nonneg N : (0 : ℝ) ≤ N) hs0)
  -- both weights of `1 - ω S` lie strictly between -1 and 1
  have ha : |1 - ω * (1 - s)| < 1 := abs_lt.mpr ⟨by linarith, by linarith⟩
  have hb : |1 - ω * (1 + ((N : ℝ) - 1) * s)| < 1 := abs_lt.mpr ⟨by linarith, by linarith⟩
  have h := (((hasSum_geometric_of_abs_lt_one ha).smul_const (1 - inPhase N)).add
    ((hasSum_geometric_of_abs_lt_one hb).smul_const (inPhase N))).const_smul ω
  have hinv : (overlap N s)⁻¹ = twoLevel N (1 - s)⁻¹ (1 + ((N : ℝ) - 1) * s)⁻¹ := by
    apply Matrix.inv_eq_right_inv
    rw [overlap_eq, twoLevel_mul, mul_inv_cancel₀ hD.ne', mul_inv_cancel₀ hE.ne']
    simp [twoLevel]
  have key : ∀ x : ℝ, x ≠ 0 → x⁻¹ = ω * (1 - (1 - ω * x))⁻¹ := by
    intro x hx
    rw [sub_sub_cancel]
    field_simp
  convert h using 1
  · funext k
    rw [one_sub_smul_overlap, twoLevel_pow]
    rfl
  · rw [hinv, key _ hD.ne', key _ hE.ne']
    simp only [twoLevel, smul_add, smul_smul]
```

Conversely, let the partial sums converge. Consecutive ones differ by $(1-\omega S)^k$, which must tend to zero. Every row of $M(a,b)$ sums to $b$, so row 0 gives $(1-\omega\lambda)^k\to0$. Thus $|1-\omega\lambda|<1$, that is $0<\omega\lambda<2$, and $\lambda>0$ forces $\omega>0$. This direction needs a row to sum, hence $N\ge1$.

```lean
/-- For at least one orbital and `0 ≤ s < 1`, the series of powers of `1 - ω S` converges
if and only if `ω > 0` and `ω (1 + (N-1)s) < 2`. -/
theorem scaled_converges_iff {N : ℕ} (hN : 0 < N) {s : ℝ} (hs0 : 0 ≤ s) (hs1 : s < 1)
    (ω : ℝ) : SeriesConverges (1 - ω • overlap N s) ↔
      0 < ω ∧ ω * (1 + ((N : ℝ) - 1) * s) < 2 := by
  have hE := inPhase_weight_pos N hs0 hs1
  constructor
  · rintro ⟨T, hT⟩
    -- the terms of a convergent series tend to zero
    have h0 : Tendsto (fun k : ℕ => (1 - ω • overlap N s) ^ k) atTop (𝓝 0) := by
      have h1 := (hT.comp (tendsto_add_atTop_nat 1)).sub hT
      simpa only [Function.comp_def, Finset.sum_range_succ, add_sub_cancel_left, sub_self]
        using h1
    have hrow : ∀ a b : ℝ, ∑ j, twoLevel N a b ⟨0, hN⟩ j = b := by
      intro a b
      have h1 : (N : ℝ) * (1 / N) = 1 := mul_one_div_cancel (Nat.cast_ne_zero.mpr hN.ne')
      simp only [twoLevel, inPhase, Matrix.of_apply, Matrix.add_apply, Matrix.smul_apply,
        Matrix.sub_apply, Matrix.one_apply, smul_eq_mul, Finset.sum_add_distrib,
        ← Finset.mul_sum, Finset.sum_sub_distrib, Finset.sum_ite_eq, Finset.mem_univ,
        if_true, Finset.sum_const, Finset.card_univ, Fintype.card_fin, nsmul_eq_mul]
      linear_combination (b - a) * h1
    -- a row sum isolates the in-phase weight
    have hid : Continuous (fun A : Matrix (Fin N) (Fin N) ℝ => A) := continuous_id
    have hc : Continuous (fun A : Matrix (Fin N) (Fin N) ℝ => ∑ j, A ⟨0, hN⟩ j) :=
      continuous_finsetSum _ fun j _ => hid.matrix_elem (⟨0, hN⟩ : Fin N) j
    have h3 := (hc.tendsto 0).comp h0
    simp only [Function.comp_def, one_sub_smul_overlap, twoLevel_pow, hrow,
      Matrix.zero_apply, Finset.sum_const_zero] at h3
    have h4 := abs_lt.mp (tendsto_pow_atTop_nhds_zero_iff.mp h3)
    refine ⟨?_, by linarith [h4.1]⟩
    by_contra hω
    nlinarith [not_lt.mp hω, h4.2]
  · rintro ⟨hω, h2⟩
    have h := ((scaled_hasSum N hs0 hs1 hω h2).const_smul ω⁻¹).tendsto_sum_nat
    simp only [smul_smul, inv_mul_cancel₀ hω.ne', one_smul] at h
    exact ⟨_, h⟩
```

## The unscaled criterion and its consequences

At $\omega=1$ the condition $\lambda<2$ reads $(N-1)s<1$. The theorem combines positive definiteness, the equivalence and the value of the sum.

```lean
/-- For at least one orbital and `0 ≤ s < 1`, the overlap matrix `S` is positive definite, but
the series of powers of `1 - S` converges if and only if `(N-1)s < 1`; its sum is then the
inverse of `S`. -/
theorem overlap_expansion {N : ℕ} (hN : 0 < N) {s : ℝ} (hs0 : 0 ≤ s) (hs1 : s < 1) :
    (overlap N s).PosDef ∧
      (SeriesConverges (1 - overlap N s) ↔ ((N : ℝ) - 1) * s < 1) ∧
      (((N : ℝ) - 1) * s < 1 →
        HasSum (fun k : ℕ => (1 - overlap N s) ^ k) (overlap N s)⁻¹) := by
  have h := scaled_converges_iff hN hs0 hs1 1
  rw [one_smul] at h
  refine ⟨overlap_posDef N hs0 hs1, h.trans ⟨fun h => by linarith [h.2],
    fun h => ⟨one_pos, by linarith⟩⟩, fun h1 => ?_⟩
  have h2 := scaled_hasSum N hs0 hs1 one_pos (by linarith)
  simpa only [one_smul] using h2
```

For a dimer the condition is $s<1$, which always holds. If $s>0$ and $N\ge1+1/s$, then $(N-1)s\ge1$ and the series diverges.

```lean
/-- At any fixed pair overlap `0 < s < 1` the expansion converges for the dimer and diverges
for every cluster of `N ≥ 1 + 1/s` mutually overlapping orbitals. -/
theorem dimer_converges_cluster_diverges {s : ℝ} (hs0 : 0 < s) (hs1 : s < 1) :
    SeriesConverges (1 - overlap 2 s) ∧
      ∀ N : ℕ, 1 + 1 / s ≤ (N : ℝ) → ¬ SeriesConverges (1 - overlap N s) := by
  constructor
  · exact (overlap_expansion two_pos hs0.le hs1).2.1.mpr (by push_cast; linarith)
  · intro N hN hconv
    have hs : 0 < 1 / s := by positivity
    have hpos : (0 : ℝ) < N := by linarith
    have h1 := (overlap_expansion (Nat.cast_pos.mp hpos) hs0.le hs1).2.1.mp hconv
    have h2 : 1 ≤ ((N : ℝ) - 1) * s := (div_le_iff₀ hs0).mp (by linarith)
    linarith
```

Choosing $\omega=1/\lambda$ gives $\omega\lambda=1<2$, so the scaled series sums to $S^{-1}$ for every $N$.

```lean
/-- For `0 ≤ s < 1` and any number of orbitals, the expansion scaled by
`ω = 1/(1 + (N-1)s)` sums to the inverse overlap matrix. -/
theorem rescaled_expansion (N : ℕ) {s : ℝ} (hs0 : 0 ≤ s) (hs1 : s < 1) :
    HasSum (fun k : ℕ => (1 + ((N : ℝ) - 1) * s)⁻¹ •
      (1 - (1 + ((N : ℝ) - 1) * s)⁻¹ • overlap N s) ^ k) (overlap N s)⁻¹ := by
  have hE := inPhase_weight_pos N hs0 hs1
  refine scaled_hasSum N hs0 hs1 (inv_pos.mpr hE) ?_
  rw [inv_mul_cancel₀ hE.ne']
  norm_num

end

end OverlapExpansion
```

```lean
#print axioms OverlapExpansion.overlap_expansion
#print axioms OverlapExpansion.dimer_converges_cluster_diverges
#print axioms OverlapExpansion.rescaled_expansion
```

```
'OverlapExpansion.overlap_expansion' depends on axioms: [propext, Classical.choice, Quot.sound]
'OverlapExpansion.dimer_converges_cluster_diverges' depends on axioms: [propext, Classical.choice, Quot.sound]
'OverlapExpansion.rescaled_expansion' depends on axioms: [propext, Classical.choice, Quot.sound]
```

## Four orbitals with overlap one half, and negative overlaps

For $N=4$ and $s=1/2$, the weights of $S$ are $1/2$ and $\lambda=5/2$. The in-phase weight of $1-S$ is $-3/2$, so the in-phase partial sums run $1,\,-0.5,\,1.75,\,-1.625,\dots$ instead of approaching $1/\lambda=0.4$. With $\omega=0.4$ the weights of $1-\omega S$ are $0.8$ and $0$, and the scaled series gives $0.4/(1-0.8)=2$ and $0.4$, the correct inverse weights.

The same decomposition handles negative overlap by hand, a case that the hypothesis $0\le s$ leaves out of the theorems above. For $N\ge2$ and $-1/(N-1)<s<0$, $S$ is positive definite and the weights of $1-S$ are $s$ and $(N-1)|s|$, both of magnitude below 1. The unscaled series then always converges.
